# Without preconditioner or restarts, Davidson from one start vector spans Krylov spaces

A Ritz pair of a search space $V$ is taken here to be any nonzero vector $u\in V$ with a scalar $\theta$ such that the residual $Au-\theta u$ is orthogonal to $V$. Which pair the method follows is left open: the pairs are given as sequences, and the theorems assume that each is a Ritz pair of the current space. Their existence is not derived. For symmetric $A$ and a search space other than $\{0\}$, diagonalising the projected matrix supplies them.

The scalars are real or complex, and $A$ is a linear operator defined on the whole inner product space $E$, which may have infinite dimension. Symmetry is assumed only in part (g).

```lean
import Mathlib

open Module

namespace DavidsonLanczos

noncomputable section

variable {𝕜 E : Type*} [RCLike 𝕜] [NormedAddCommGroup E] [InnerProductSpace 𝕜 E]
```

The residual is a function of the operator, the vector and the scalar. The vector need not be normalised.

```lean
/-- The residual `A u - θ u` of an approximate eigenpair. -/
def residual (A : E →ₗ[𝕜] E) (u : E) (θ : 𝕜) : E := A u - θ • u
```

The three conditions on a Ritz pair are membership in $V$, $u\neq0$, and orthogonality of the residual to every $w\in V$.

```lean
/-- A Ritz pair of `A` in the space `V`: a nonzero vector of `V` whose residual is
orthogonal to `V`. -/
def IsRitzPair (A : E →ₗ[𝕜] E) (V : Submodule 𝕜 E) (u : E) (θ : 𝕜) : Prop :=
  u ∈ V ∧ u ≠ 0 ∧ ∀ w ∈ V, inner 𝕜 w (residual A u θ) = 0
```

Write $r_k=Au_k-\theta_ku_k$. The search spaces $V_k$, in Lean `searchSpace A v u θ k`, start from $V_0=\mathrm{span}\{v\}$ and grow by $V_{k+1}=V_k+\mathrm{span}\{r_k\}$. The symbol `⊔` denotes the sum of subspaces. Preconditioners, Jacobi–Davidson corrections, block starts, restarts and rounding are not modelled.

```lean
/-- The Davidson search space without preconditioner: it starts as the span of `v`, and
step `k` adds the residual of the pair `(u k, θ k)`. -/
def searchSpace (A : E →ₗ[𝕜] E) (v : E) (u : ℕ → E) (θ : ℕ → 𝕜) : ℕ → Submodule 𝕜 E
  | 0 => Submodule.span 𝕜 {v}
  | k + 1 => searchSpace A v u θ k ⊔ Submodule.span 𝕜 {residual A (u k) (θ k)}
```

The Krylov space $K_m$, in Lean `krylov A v m`, is spanned by the $m$ vectors $v,Av,\dots,A^{m-1}v$, so $K_0=\{0\}$.

```lean
/-- The Krylov space spanned by the `m` vectors `v, A v, ..., A^(m-1) v`. -/
def krylov (A : E →ₗ[𝕜] E) (v : E) (m : ℕ) : Submodule 𝕜 E :=
  Submodule.span 𝕜 {x | ∃ j < m, x = (A ^ j) v}
```

## (a) One more power

Show that
$$K_{m+1}=K_m+\mathrm{span}\{A^mv\}.$$

A generator $A^jv$ of the left side has $j<m$ or $j=m$, so it lies in one of the two terms on the right. Conversely, every generator on the right is among those on the left. In Lean, `le_antisymm` splits the equality into these two inclusions.

```lean
/-- The next Krylov space is the present one enlarged by `A^m v`. -/
theorem krylov_succ (A : E →ₗ[𝕜] E) (v : E) (m : ℕ) :
    krylov A v (m + 1) = krylov A v m ⊔ Submodule.span 𝕜 {(A ^ m) v} := by
  apply le_antisymm
  · refine Submodule.span_le.2 ?_
    rintro x ⟨j, hj, rfl⟩
    rcases (show j < m ∨ j = m by omega) with h | rfl
    · exact Submodule.mem_sup_left (Submodule.subset_span ⟨j, h, rfl⟩)
    · exact Submodule.mem_sup_right (Submodule.mem_span_singleton_self _)
  · refine sup_le (Submodule.span_mono ?_) ((Submodule.span_singleton_le_iff_mem _ _).2
      (Submodule.subset_span ⟨m, by omega, rfl⟩))
    rintro x ⟨j, hj, rfl⟩
    exact ⟨j, by omega, rfl⟩
```

## (b) The operator raises the Krylov index by one

Show that
$$x\in K_m\;\Rightarrow\;Ax\in K_{m+1}.$$

Write $x=\sum_{j<m}c_jA^jv$. Then $Ax=\sum_{j<m}c_jA^{j+1}v$, and every power that occurs is at most $m$. The Lean proof avoids coefficients: the vectors that $A$ sends into $K_{m+1}$ form a subspace (`comap`), which contains the generators of $K_m$ and hence all of it.

```lean
/-- The operator maps each Krylov space into the next one. -/
theorem apply_mem_krylov {A : E →ₗ[𝕜] E} {v x : E} {m : ℕ} (hx : x ∈ krylov A v m) :
    A x ∈ krylov A v (m + 1) := by
  have hle : krylov A v m ≤ (krylov A v (m + 1)).comap A := by
    refine Submodule.span_le.2 ?_
    rintro x ⟨j, hj, rfl⟩
    show A ((A ^ j) v) ∈ krylov A v (m + 1)
    exact Submodule.subset_span ⟨j + 1, by omega, by rw [pow_succ', Module.End.mul_apply]⟩
  exact hle hx
```

## (c) An exact eigenvector closes the Krylov space

Let $u\neq0$, $Au=\theta u$ and $u\in K_m$. Show that
$$A^mv\in K_m.$$

Use induction on $m$. For $m=0$ the space is $\{0\}$ and contains no such $u$. Now assume the claim for $m$ and let $u\in K_{m+1}$. By (a), $u=w+cA^mv$ with $w\in K_m$.

- If $c=0$, then $u\in K_m$. The induction hypothesis gives $A^mv\in K_m$, and (b) gives $A^{m+1}v\in K_{m+1}$.
- If $c\neq0$, applying $A$ gives $\theta u=Aw+cA^{m+1}v$, so $A^{m+1}v=c^{-1}(\theta u-Aw)$. Both terms lie in $K_{m+1}$, the second by (b).

The split `by_cases hc` separates these cases, and `e2` is the solved eigenvalue equation.

```lean
/-- If a Krylov space contains an exact eigenvector, then the next Krylov vector `A^m v`
already lies in it. -/
theorem krylov_closes {A : E →ₗ[𝕜] E} {v u : E} {θ : 𝕜} (hu : u ≠ 0)
    (hA : residual A u θ = 0) (m : ℕ) (h : u ∈ krylov A v m) :
    (A ^ m) v ∈ krylov A v m := by
  induction m with
  | zero => exact absurd (by simpa [krylov] using h) hu
  | succ m ih =>
    have h' := h
    rw [krylov_succ] at h'
    obtain ⟨w, hw, y, hy, hs⟩ := Submodule.mem_sup.1 h'
    obtain ⟨c, rfl⟩ := Submodule.mem_span_singleton.1 hy
    rw [pow_succ', Module.End.mul_apply]
    by_cases hc : c = 0
    · -- the eigenvector already lies in the smaller space
      have hum : u ∈ krylov A v m := by
        rw [← hs, hc, zero_smul, add_zero]
        exact hw
      exact apply_mem_krylov (ih hum)
    · -- solve the eigenvalue equation for the highest power
      have e : A u = θ • u := sub_eq_zero.1 hA
      have e2 : A ((A ^ m) v) = c⁻¹ • (θ • u - A w) := by
        rw [← e, ← hs, map_add, map_smul, add_sub_cancel_left, smul_smul,
          inv_mul_cancel₀ hc, one_smul]
      rw [e2]
      exact Submodule.smul_mem _ _
        (Submodule.sub_mem _ (Submodule.smul_mem _ _ h) (apply_mem_krylov hw))
```

## (d) The search space after $m$ steps

Let $(u_k,\theta_k)$ be a Ritz pair of $V_k$ for every $k<m$. Show that
$$V_m=K_{m+1}=\mathrm{span}\{v,Av,\dots,A^mv\}.$$

For $m=0$ both sides are $\mathrm{span}\{v\}$. Assume $V_m=K_{m+1}$. Then $Au_m\in K_{m+2}$ by (b), and $\theta_mu_m\in K_{m+1}\subseteq K_{m+2}$, so $r_m\in K_{m+2}$. This gives $V_{m+1}\subseteq K_{m+2}$.

For the other inclusion, by (a), only $A^{m+1}v\in V_{m+1}$ is needed. If $r_m=0$, then $u_m$ is an exact eigenvector in $K_{m+1}$, and (c) puts $A^{m+1}v$ in $K_{m+1}=V_m$. If $r_m\neq0$, write $r_m=w+cA^{m+1}v$ with $w\in V_m$. Were $c=0$, the residual would lie in $V_m$ and be orthogonal to itself, hence zero. So $c\neq0$, and
$$A^{m+1}v=c^{-1}(r_m-w)\in V_{m+1}.$$

Lean makes the same distinction with `by_cases h0`, and `hc` is the orthogonality argument.

For symmetric $A$ this is the Lanczos space. A configuration-interaction code that runs Davidson from one vector, with neither preconditioner nor restarts, therefore searches the same space as Lanczos, apart from rounding. In such a code the step reads: diagonalise the projected matrix, form `r = A u - theta u`, orthonormalise `r` against the basis and append it. The usual diagonal preconditioner divides each component of `r` by $\theta-A_{ii}$. If all $A_{ii}$ are equal and differ from $\theta$, this only rescales `r`.

```lean
/-- After `m` steps of the Davidson method without preconditioner, the search space is the
span of `v, A v, ..., A^m v`, whichever Ritz pair was chosen at each step. -/
theorem searchSpace_eq_krylov (A : E →ₗ[𝕜] E) (v : E) (u : ℕ → E) (θ : ℕ → 𝕜) (m : ℕ)
    (h : ∀ k < m, IsRitzPair A (searchSpace A v u θ k) (u k) (θ k)) :
    searchSpace A v u θ m = krylov A v (m + 1) := by
  induction m with
  | zero =>
    rw [krylov_succ]
    simp [searchSpace, krylov]
  | succ m ih =>
    have hV := ih (fun k hk => h k (by omega))
    obtain ⟨hu, hu0, horth⟩ := h m (by omega)
    rw [hV] at hu horth
    have hr : residual A (u m) (θ m) ∈ krylov A v (m + 1 + 1) := by
      refine Submodule.sub_mem _ (apply_mem_krylov hu) (Submodule.smul_mem _ _ ?_)
      rw [krylov_succ A v (m + 1)]
      exact Submodule.mem_sup_left hu
    rw [krylov_succ A v (m + 1)] at hr
    rw [searchSpace, hV, krylov_succ A v (m + 1)]
    apply le_antisymm
    · exact sup_le le_sup_left ((Submodule.span_singleton_le_iff_mem _ _).2 hr)
    · refine sup_le le_sup_left ((Submodule.span_singleton_le_iff_mem _ _).2 ?_)
      by_cases h0 : residual A (u m) (θ m) = 0
      · exact Submodule.mem_sup_left (krylov_closes hu0 h0 (m + 1) hu)
      · obtain ⟨w, hw, y, hy, hs⟩ := Submodule.mem_sup.1 hr
        obtain ⟨c, rfl⟩ := Submodule.mem_span_singleton.1 hy
        -- orthogonality forces a component along the new power
        have hc : c ≠ 0 := by
          intro hc
          rw [hc, zero_smul, add_zero] at hs
          rw [hs] at hw
          exact h0 ((inner_self_eq_zero (𝕜 := 𝕜)).1 (horth _ hw))
        have e : (A ^ (m + 1)) v = c⁻¹ • (residual A (u m) (θ m) - w) := by
          rw [← hs, add_sub_cancel_left, smul_smul, inv_mul_cancel₀ hc, one_smul]
        rw [e]
        exact Submodule.smul_mem _ _ (Submodule.sub_mem _
          (Submodule.mem_sup_right (Submodule.mem_span_singleton_self _))
          (Submodule.mem_sup_left hw))
```

## (e) When the residual vanishes

Let the pairs be Ritz pairs for all $k\le m$. Show that
$$r_m=0\iff AV_m\subseteq V_m.$$

If $r_m=0$, then (c) and (d) give $A^{m+1}v\in K_{m+1}=V_m$. Hence $K_{m+2}=K_{m+1}$, and (b) shows that $A$ maps $V_m$ into itself. Conversely, if $V_m$ is invariant, then $r_m=Au_m-\theta_mu_m$ lies in $V_m$. It is also orthogonal to $V_m$, so it is zero.

A code that finds a zero residual here cannot enlarge the space by switching to another Ritz pair. If $V_m$ is not the whole space and further eigenvectors are wanted from outside it, the code has to add a direction that does not lie in $V_m$.

```lean
/-- If a Ritz pair is chosen at every step up to `m`, the residual of step `m` vanishes exactly when
`A` maps the search space of that step into itself. -/
theorem residual_eq_zero_iff (A : E →ₗ[𝕜] E) (v : E) (u : ℕ → E) (θ : ℕ → 𝕜) (m : ℕ)
    (h : ∀ k ≤ m, IsRitzPair A (searchSpace A v u θ k) (u k) (θ k)) :
    residual A (u m) (θ m) = 0 ↔
      ∀ x ∈ searchSpace A v u θ m, A x ∈ searchSpace A v u θ m := by
  obtain ⟨hu, hu0, horth⟩ := h m le_rfl
  have hV := searchSpace_eq_krylov A v u θ m (fun k hk => h k hk.le)
  constructor
  · intro h0 x hx
    rw [hV] at hu hx ⊢
    have hx' := apply_mem_krylov hx
    rw [krylov_succ A v (m + 1)] at hx'
    exact (sup_le le_rfl ((Submodule.span_singleton_le_iff_mem _ _).2
      (krylov_closes hu0 h0 _ hu))) hx'
  · intro hinv
    exact (inner_self_eq_zero (𝕜 := 𝕜)).1
      (horth _ (Submodule.sub_mem _ (hinv _ hu) (Submodule.smul_mem _ _ hu)))
```

## (f) The dimension

Let $v\neq0$, and for every $k<m$ let $(u_k,\theta_k)$ be a Ritz pair of $V_k$ with $r_k\neq0$. Show that
$$\dim V_m=m+1.$$

The line $V_0$ has dimension one. At each step $r_k$ is nonzero and orthogonal to $V_k$, so $V_k\cap\mathrm{span}\{r_k\}=\{0\}$. The formula $\dim(X+Y)+\dim(X\cap Y)=\dim X+\dim Y$ then adds exactly one. In Lean, `hd` is the trivial intersection and `e` the dimension formula.

```lean
/-- For a nonzero start vector and nonzero residuals of the Ritz pairs, the search space
after `m` steps has dimension `m + 1`. -/
theorem finrank_searchSpace (A : E →ₗ[𝕜] E) (v : E) (hv : v ≠ 0) (u : ℕ → E) (θ : ℕ → 𝕜)
    (m : ℕ) (h : ∀ k < m, IsRitzPair A (searchSpace A v u θ k) (u k) (θ k))
    (hr : ∀ k < m, residual A (u k) (θ k) ≠ 0) :
    finrank 𝕜 (searchSpace A v u θ m) = m + 1 := by
  have fd : ∀ k, FiniteDimensional 𝕜 (searchSpace A v u θ k) := by
    intro k
    induction k with
    | zero => rw [searchSpace]; infer_instance
    | succ k ih => rw [searchSpace]; infer_instance
  induction m with
  | zero => rw [searchSpace, finrank_span_singleton hv]
  | succ m ih =>
    have hm := ih (fun k hk => h k (by omega)) (fun k hk => hr k (by omega))
    -- the new direction meets the old space only in zero
    have hd : searchSpace A v u θ m ⊓ Submodule.span 𝕜 {residual A (u m) (θ m)} = ⊥ := by
      rw [eq_bot_iff]
      rintro x ⟨hx, hx'⟩
      obtain ⟨c, rfl⟩ := Submodule.mem_span_singleton.1 hx'
      have h0 := (h m (by omega)).2.2 _ hx
      exact (Submodule.mem_bot 𝕜).2 ((inner_self_eq_zero (𝕜 := 𝕜)).1
        (by rw [inner_smul_right, h0, mul_zero]))
    have := fd m
    have e := Submodule.finrank_sup_add_finrank_inf_eq (searchSpace A v u θ m)
      (Submodule.span 𝕜 {residual A (u m) (θ m)})
    rw [hd, finrank_bot, finrank_span_singleton (hr m (by omega)), hm] at e
    rw [searchSpace]
    omega
```

## (g) The band structure for symmetric operators

Let $A$ be symmetric, $j+1<k$, and let the pairs be Ritz pairs for all $i\le k$. Show that
$$\langle r_j,Ar_k\rangle=0.$$

Symmetry gives $\langle r_j,Ar_k\rangle=\langle Ar_j,r_k\rangle$. Since $r_j\in V_{j+1}=K_{j+2}$, part (b) gives $Ar_j\in K_{j+3}$. From $j+2\le k$ it follows that $K_{j+3}\subseteq K_{k+1}=V_k$, and $r_k$ is orthogonal to $V_k$. Normalising nonzero residuals leaves these zeros in place. The Lanczos basis also contains the start vector $v$, which the Lean theorem leaves out. For $k\ge1$ the same argument gives $\langle v,Ar_k\rangle=\langle Av,r_k\rangle=0$, since $Av\in K_2=V_1\subseteq V_k$. Together these zeros form the tridiagonal pattern known from Lanczos.

```lean
/-- For symmetric `A`, the matrix element of `A` between the residuals of steps `j` and `k` vanishes
when `k` is more than one step after `j`, provided that a Ritz pair is chosen at every step up to
`k`. -/
theorem residual_tridiagonal (A : E →ₗ[𝕜] E) (hA : A.IsSymmetric) (v : E) (u : ℕ → E)
    (θ : ℕ → 𝕜) {j k : ℕ} (hjk : j + 1 < k)
    (h : ∀ i ≤ k, IsRitzPair A (searchSpace A v u θ i) (u i) (θ i)) :
    inner 𝕜 (residual A (u j) (θ j)) (A (residual A (u k) (θ k))) = 0 := by
  refine (hA _ _).symm.trans ((h k le_rfl).2.2 _ ?_)
  have hj : residual A (u j) (θ j) ∈ searchSpace A v u θ (j + 1) := by
    rw [searchSpace]
    exact Submodule.mem_sup_right (Submodule.mem_span_singleton_self _)
  rw [searchSpace_eq_krylov A v u θ (j + 1) (fun i hi => h i (by omega))] at hj
  rw [searchSpace_eq_krylov A v u θ k (fun i hi => h i hi.le)]
  have hle : krylov A v (j + 1 + 1 + 1) ≤ krylov A v (k + 1) := by
    refine Submodule.span_mono ?_
    rintro x ⟨i, hi, rfl⟩
    exact ⟨i, by omega, rfl⟩
  exact hle (apply_mem_krylov hj)
```

## (h) Two steps on a three-site Hückel chain

The chain Hamiltonian acts as $A(x_0,x_1,x_2)=(x_1,\,x_0+x_2,\,x_1)$. The site energy is the zero of energy, and the coupling between neighbouring sites is its unit.

```lean
/-- The Hückel Hamiltonian of a three-site chain, with site energy zero and coupling one. -/
def chain : EuclideanSpace ℝ (Fin 3) →ₗ[ℝ] EuclideanSpace ℝ (Fin 3) where
  toFun x := !₂[x 1, x 0 + x 2, x 1]
  map_add' x y := by
    ext i
    fin_cases i <;> simp
    ring
  map_smul' c x := by
    ext i
    fin_cases i <;> simp
    ring
```

Start from $v=(1,0,0)$ and take $u_0=(1,0,0)$, $\theta_0=0$ and $u_1=(1,1,0)$, $\theta_1=1$. The normalised second vector is $(1,1,0)/\sqrt2$. The Lean function repeats $u_1$ at later steps, but the theorem uses only the first two.

```lean
/-- Vectors for the chain: the first site at step 0, and the sum of the first two sites at every
later step. -/
def chainRitz : ℕ → EuclideanSpace ℝ (Fin 3)
  | 0 => !₂[1, 0, 0]
  | _ + 1 => !₂[1, 1, 0]
```

Show that $A$ is symmetric and that both are Ritz pairs of their search spaces, with the nonzero residuals
$$r_0=(0,1,0),\qquad r_1=(0,0,1).$$

Symmetry holds because $\langle x,Ay\rangle=x_0y_1+x_1y_0+x_1y_2+x_2y_1$ is unchanged when $x$ and $y$ are exchanged. Next, $Au_0=(0,1,0)$, so $r_0=(0,1,0)$, which is orthogonal to $V_0=\mathrm{span}\{(1,0,0)\}$. Then $V_1$ consists of the vectors $(a,b,0)$ and contains $u_1$. From $Au_1=(1,1,1)$ follows $r_1=(0,0,1)$, orthogonal to $V_1$. For the normalised $u_1$ the residual is $(0,0,1)/\sqrt2$.

The assumptions of (d) and (f) are thus met with $m=2$, and $V_2$ is the whole three-dimensional space. In Lean, `r0`, `r1` and `V1` record the two residuals and the space $V_1$, and `interval_cases k` treats the two steps in turn.

```lean
/-- On the symmetric three-site chain, started from the first site, the vectors `chainRitz`
with Ritz values 0 and 1 are Ritz pairs with nonzero residuals in the first two steps. -/
theorem chain_witness : chain.IsSymmetric ∧ ∀ k < 2,
    IsRitzPair chain (searchSpace chain !₂[1, 0, 0] chainRitz (fun n => (n : ℝ)) k)
      (chainRitz k) (k : ℝ) ∧ residual chain (chainRitz k) (k : ℝ) ≠ 0 := by
  have r0 : residual chain (chainRitz 0) ((0 : ℕ) : ℝ) = !₂[0, 1, 0] := by
    ext i; fin_cases i <;> simp [residual, chain, chainRitz]
  have r1 : residual chain (chainRitz 1) ((1 : ℕ) : ℝ) = !₂[0, 0, 1] := by
    ext i; fin_cases i <;> simp [residual, chain, chainRitz]
  have V1 : searchSpace chain !₂[1, 0, 0] chainRitz (fun n => (n : ℝ)) 1 =
      Submodule.span ℝ {!₂[1, 0, 0]} ⊔ Submodule.span ℝ {!₂[0, 1, 0]} := by
    rw [← r0]; rfl
  refine ⟨fun x y => ?_, fun k hk => ?_⟩
  · simp [chain, PiLp.inner_apply, Fin.sum_univ_three]
    ring
  · interval_cases k
    · refine ⟨⟨Submodule.mem_span_singleton_self _, fun h => ?_, fun w hw => ?_⟩, fun h => ?_⟩
      · have := congrArg (fun x : EuclideanSpace ℝ (Fin 3) => x 0) h
        simp [chainRitz] at this
      · rw [searchSpace] at hw
        obtain ⟨c, rfl⟩ := Submodule.mem_span_singleton.1 hw
        rw [r0]
        simp [PiLp.inner_apply, Fin.sum_univ_three]
      · rw [r0] at h
        have := congrArg (fun x : EuclideanSpace ℝ (Fin 3) => x 1) h
        simp at this
    · refine ⟨⟨?_, fun h => ?_, fun w hw => ?_⟩, fun h => ?_⟩
      · rw [V1]
        refine Submodule.mem_sup.2 ⟨_, Submodule.mem_span_singleton_self _, _,
          Submodule.mem_span_singleton_self _, ?_⟩
        ext i; fin_cases i <;> simp [chainRitz]
      · have := congrArg (fun x : EuclideanSpace ℝ (Fin 3) => x 0) h
        simp [chainRitz] at this
      · rw [V1] at hw
        obtain ⟨a, ha, b, hb, rfl⟩ := Submodule.mem_sup.1 hw
        obtain ⟨c, rfl⟩ := Submodule.mem_span_singleton.1 ha
        obtain ⟨d, rfl⟩ := Submodule.mem_span_singleton.1 hb
        rw [r1]
        simp [PiLp.inner_apply, Fin.sum_univ_three]
      · rw [r1] at h
        have := congrArg (fun x : EuclideanSpace ℝ (Fin 3) => x 2) h
        simp at this

end

end DavidsonLanczos
```

```lean
#print axioms DavidsonLanczos.searchSpace_eq_krylov
#print axioms DavidsonLanczos.residual_eq_zero_iff
#print axioms DavidsonLanczos.finrank_searchSpace
#print axioms DavidsonLanczos.residual_tridiagonal
```

```
'DavidsonLanczos.searchSpace_eq_krylov' depends on axioms: [propext, Classical.choice, Quot.sound]
'DavidsonLanczos.residual_eq_zero_iff' depends on axioms: [propext, Classical.choice, Quot.sound]
'DavidsonLanczos.finrank_searchSpace' depends on axioms: [propext, Classical.choice, Quot.sound]
'DavidsonLanczos.residual_tridiagonal' depends on axioms: [propext, Classical.choice, Quot.sound]
```
